# A real orbital has equal weights on the eigenspaces of an imaginary matrix for opposite real eigenvalues

Take $p_x$ for the eigenstate of $L_z$ with $m=+1$ and $p_y$ for the one with $m=-1$, and an electron in $p_x$ is credited with an angular momentum $\hbar$ along $z$ that it does not have. Populations resolved by $m$ are then wrong as well. The mistake is to treat a real orbital as an eigenstate, with a nonzero eigenvalue, of a Hermitian operator whose matrix, in a real basis, has purely imaginary entries. The problems below work out what a real orbital does with such a matrix, first in general and then for the $p$ shell.

The setting is a finite orthonormal basis of real functions, labelled by an index set `n`.

```lean
import Mathlib

open Matrix ComplexConjugate

namespace RealOrbitalWeights

noncomputable section

variable {n : Type*} [Fintype n]
```

A real orbital is a list of real coordinates $v_i$, regarded as a vector of the complex state space. The inner product is $\langle x,y\rangle=\sum_i \overline{x_i}\,y_i$.

```lean
/-- A real orbital, given by its real coordinates, as a vector of the complex state space. -/
def realVec (v : n → ℝ) : EuclideanSpace ℂ n := WithLp.toLp 2 (fun i => (v i : ℂ))
```

The conjugate state $\bar x$ has the coordinates $\overline{x_i}$ in the same basis.

```lean
/-- Complex conjugation of a state, coordinate by coordinate. -/
def conjVec (x : EuclideanSpace ℂ n) : EuclideanSpace ℂ n :=
  WithLp.toLp 2 (fun i => conj (x.ofLp i))
```

For a matrix $L$ and a complex number $\mu$, let $E_\mu$ be the set of all $x$ with $Lx=\mu x$. It contains the zero vector, and nothing else if $\mu$ is not an eigenvalue. The Lean definition includes the proof that $E_\mu$ is a subspace.

```lean
/-- The space of all states `x` with `L x = μ x`. -/
def eigenspace (L : Matrix n n ℂ) (μ : ℂ) : Submodule ℂ (EuclideanSpace ℂ n) where
  carrier := {x | L *ᵥ x.ofLp = μ • x.ofLp}
  zero_mem' := by simp
  add_mem' := by
    intro x y hx hy
    simp only [Set.mem_ofPred_eq] at hx hy ⊢
    rw [WithLp.ofLp_add, Matrix.mulVec_add, hx, hy, smul_add]
  smul_mem' := by
    intro c x hx
    simp only [Set.mem_ofPred_eq] at hx ⊢
    rw [WithLp.ofLp_smul, Matrix.mulVec_smul, hx, smul_comm]
```

Let $P_\mu$ be the orthogonal projection on $E_\mu$, which is `starProjection` in the code. The weight of $x$ is $W_\mu(x)=\|P_\mu x\|^2$. For Hermitian $L$ and normalised $x$ it is the probability of measuring the value $\mu$.

```lean
/-- The weight of `x` on an eigenspace of `L`: the squared norm of its orthogonal projection. -/
def weight (L : Matrix n n ℂ) (μ : ℂ) (x : EuclideanSpace ℂ n) : ℝ :=
  ‖(eigenspace L μ).starProjection x‖ ^ 2
```

The last definition is the condition on $L$. It holds for orbital angular momentum in a basis of real functions, because the operator is $-\mathrm i\hbar$ times a real differential operator.

```lean
/-- All entries of the matrix are purely imaginary. -/
def IsImaginary (L : Matrix n n ℂ) : Prop := ∀ i j, (L i j).re = 0
```

## (a) Conjugating one entry

Let $L$ have purely imaginary entries. Show that

$$\overline{L_{ij}}=-L_{ij}.$$

**Solution.** Write $L_{ij}=\mathrm i\,t$ with $t$ real. Then $\overline{L_{ij}}=-\mathrm i\,t=-L_{ij}$.

```lean
omit [Fintype n] in
/-- Conjugating an entry of a matrix with purely imaginary entries changes its sign. -/
lemma IsImaginary.conj_entry {L : Matrix n n ℂ} (hL : IsImaginary L) (i j : n) :
    conj (L i j) = -L i j :=
  Complex.ext (by simp [hL i j]) (by simp)
```

`Complex.ext` compares real and imaginary parts separately. The hypothesis is needed only for the real part.

## (b) Conjugating an eigenvector

Let $L$ have purely imaginary entries, let $\lambda$ be real (`l` in the code), and let $Lx=\lambda x$. Show that

$$L\bar x=-\lambda\,\bar x.$$

**Solution.** Component $i$ of the assumption is $\sum_j L_{ij}x_j=\lambda x_i$. Its complex conjugate is $\sum_j\overline{L_{ij}}\,\overline{x_j}=\lambda\,\overline{x_i}$, since $\lambda$ is real. By (a) the left side equals $-\sum_j L_{ij}\overline{x_j}$, and a change of sign gives the claim.

```lean
/-- For a matrix with purely imaginary entries, complex conjugation turns a solution of
`L x = l x` with real `l` into a solution for `-l`. -/
theorem conj_mem_eigenspace {L : Matrix n n ℂ} (hL : IsImaginary L) {l : ℝ}
    {x : EuclideanSpace ℂ n} (hx : x ∈ eigenspace L l) :
    conjVec x ∈ eigenspace L (-(l : ℂ)) := by
  change L *ᵥ x.ofLp = (l : ℂ) • x.ofLp at hx
  change L *ᵥ (conjVec x).ofLp = (-(l : ℂ)) • (conjVec x).ofLp
  funext i
  have h := congrArg conj (congrFun hx i)
  simp only [Matrix.mulVec, dotProduct, Pi.smul_apply, smul_eq_mul, map_sum, map_mul,
    hL.conj_entry, Complex.conj_ofReal, neg_mul, Finset.sum_neg_distrib] at h
  simp only [Matrix.mulVec, dotProduct, conjVec, Pi.smul_apply, smul_eq_mul]
  linear_combination -h
```

The two `change` lines write membership in an eigenspace as an equation. `congrArg conj` conjugates component `i`, and `linear_combination -h` makes the final change of sign.

## (c) Conjugating a projection

Let $L$ have purely imaginary entries, let $\lambda$ be real and let $v$ be a real orbital. Show that

$$P_{-\lambda}v=\overline{P_\lambda v}.$$

**Solution.** Put $p=P_\lambda v$. An orthogonal projection is fixed by two properties: it lies in the subspace, and the remainder is orthogonal to the subspace. We check both for $\bar p$ and $E_{-\lambda}$.

First, $p\in E_\lambda$, so $\bar p\in E_{-\lambda}$ by (b).

Second, take any $w\in E_{-\lambda}$. By (b), applied to $-\lambda$, the vector $\bar w$ lies in $E_\lambda$. Therefore

$$0=\langle v-p,\bar w\rangle=\sum_i\overline{(v_i-p_i)}\,\overline{w_i}.$$

Conjugate this equation and use that $v_i$ is real:

$$0=\sum_i(v_i-p_i)\,w_i=\sum_i\overline{(v_i-\overline{p_i})}\,w_i=\langle v-\bar p,w\rangle.$$

```lean
/-- For a matrix with purely imaginary entries and real `l`, the projections of a real orbital
on the eigenspaces for `l` and `-l` are complex conjugates of each other. -/
theorem projection_neg {L : Matrix n n ℂ} (hL : IsImaginary L) (l : ℝ) (v : n → ℝ) :
    (eigenspace L (-(l : ℂ))).starProjection (realVec v) =
      conjVec ((eigenspace L l).starProjection (realVec v)) := by
  apply Submodule.eq_starProjection_of_mem_of_inner_eq_zero
  · exact conj_mem_eigenspace hL (Submodule.starProjection_apply_mem _ _)
  · intro w hw
    have hw' : conjVec w ∈ eigenspace L (l : ℂ) := by
      simpa using conj_mem_eigenspace hL (l := -l) (by simpa using hw)
    -- conjugate the orthogonality relation that holds on the eigenspace for `l`
    have h := congrArg conj
      (Submodule.starProjection_inner_eq_zero (K := eigenspace L (l : ℂ)) (realVec v) _ hw')
    simpa [PiLp.inner_apply, conjVec, realVec, map_sum] using h
```

The lemma applied first, `Submodule.eq_starProjection_of_mem_of_inner_eq_zero`, is the two-property characterisation, and the two bullets are the two checks. The reality of $v$ enters in the last `simpa`, through the definition of `realVec`.

## (d) Comparing the weights

Under the same assumptions, show that

$$W_{-\lambda}(v)=W_\lambda(v).$$

**Solution.** With $p=P_\lambda v$, part (c) gives

$$W_{-\lambda}(v)=\sum_i|\overline{p_i}|^2=\sum_i|p_i|^2=W_\lambda(v).$$

```lean
/-- For a matrix with purely imaginary entries, a real orbital has equal weights on the
eigenspaces for the real numbers `l` and `-l`. -/
theorem weight_neg {L : Matrix n n ℂ} (hL : IsImaginary L) (l : ℝ) (v : n → ℝ) :
    weight L (-(l : ℂ)) (realVec v) = weight L l (realVec v) := by
  unfold weight
  rw [projection_neg hL]
  simp [EuclideanSpace.norm_sq_eq, conjVec]
```

The theorem requires neither a Hermitian $L$ nor a normalised $v$; both are needed only to read the weights as probabilities. If $\lambda$ and $-\lambda$ are not eigenvalues, both weights are zero.

## (e) Odd moments

Now let $L$ also be Hermitian, and let $m$ be an odd natural number (an exponent here, not the magnetic quantum number). Show that

$$\langle v,L^m v\rangle=0.$$

**Solution.** Hermiticity says $\overline{L_{ji}}=L_{ij}$, and (a) says $\overline{L_{ji}}=-L_{ji}$. Hence $L_{ij}=-L_{ji}$, that is, $L^{\mathsf T}=-L$. For odd $m$,

$$(L^m)^{\mathsf T}=(L^{\mathsf T})^m=(-L)^m=-L^m.$$

Since $v$ is real, $\langle v,L^mv\rangle=\sum_{ij}v_i(L^m)_{ij}v_j$. Call this number $q$. Exchanging the names of the summation indices gives

$$q=\sum_{ij}v_i(L^m)_{ji}v_j=-\sum_{ij}v_i(L^m)_{ij}v_j=-q,$$

so $q=0$.

```lean
/-- In a real orbital, every odd moment of a Hermitian matrix with purely imaginary entries
vanishes. -/
theorem odd_moment_eq_zero [DecidableEq n] {L : Matrix n n ℂ} (hH : L.IsHermitian)
    (hL : IsImaginary L) (v : n → ℝ) {m : ℕ} (hm : Odd m) :
    star (realVec v).ofLp ⬝ᵥ (L ^ m) *ᵥ (realVec v).ofLp = 0 := by
  have hLT : Lᵀ = -L := by
    ext i j
    have h1 := hH.apply i j
    have h2 := hL.conj_entry j i
    change conj (L j i) = L i j at h1
    change L j i = -L i j
    linear_combination h2 - h1
  -- odd powers of an antisymmetric matrix are antisymmetric
  have hT : (L ^ m)ᵀ = -(L ^ m) := by rw [Matrix.transpose_pow, hLT, hm.neg_pow]
  have hs : star (realVec v).ofLp = (realVec v).ofLp := by
    funext i
    simp [realVec]
  rw [hs]
  generalize (realVec v).ofLp = u
  have h : u ⬝ᵥ (L ^ m) *ᵥ u = -(u ⬝ᵥ (L ^ m) *ᵥ u) := by
    calc u ⬝ᵥ (L ^ m) *ᵥ u = ((L ^ m)ᵀ *ᵥ u) ⬝ᵥ u := by
          rw [Matrix.dotProduct_mulVec, Matrix.mulVec_transpose]
      _ = -(u ⬝ᵥ (L ^ m) *ᵥ u) := by
          rw [hT, Matrix.neg_mulVec, neg_dotProduct, dotProduct_comm]
  linear_combination h / 2
```

In the statement, `star` is the conjugation in the left slot of the inner product, and `hs` removes it because $v$ is real. `hLT` and `hT` are the two antisymmetry relations, and the `calc` block derives $q=-q$. For a unit vector, $m=1$ is the expectation value of $L$. Hermiticity matters here: the $1\times1$ matrix with entry $\mathrm i$ is imaginary, but its first moment in $v=(1)$ is $\mathrm i$.

## (f) The $p$ shell

Take the basis $p_x,p_y,p_z$, numbered $0,1,2$ as in the code, and set $\hbar=1$. The matrix below encodes $L_zp_x=\mathrm i\,p_y$, $L_zp_y=-\mathrm i\,p_x$ and $L_zp_z=0$. It is entered as a definition and not derived from the differential operator. In its docstring, `l = 1` is the orbital quantum number of the $p$ shell, not the eigenvalue called `l` in (b).

```lean
/-- The `l = 1` matrix of `Lz` in the Cartesian basis `px, py, pz`, in units of `ħ`. -/
def Lz : Matrix (Fin 3) (Fin 3) ℂ := !![0, -Complex.I, 0; Complex.I, 0, 0; 0, 0, 0]
```

A real orbital in the $xy$ plane is $u=a\,p_x+b\,p_y$ with real $a$ and $b$.

```lean
/-- The real orbital `a px + b py`. -/
def pOrbital (a b : ℝ) : EuclideanSpace ℂ (Fin 3) := realVec ![a, b, 0]
```

Show that the general results apply to this matrix:

$$L_z^\dagger=L_z,\qquad \operatorname{Re}(L_z)_{ij}=0.$$

**Solution.** The only nonzero entries are $(L_z)_{01}=-\mathrm i$ and $(L_z)_{10}=\mathrm i$. They are imaginary, and each is the conjugate of the other.

```lean
/-- The Cartesian `Lz` is Hermitian and has purely imaginary entries. -/
theorem Lz_witness : Lz.IsHermitian ∧ IsImaginary Lz := by
  constructor
  · ext i j
    fin_cases i <;> fin_cases j <;> simp [Lz]
  · intro i j
    fin_cases i <;> fin_cases j <;> simp [Lz]
```

Here `fin_cases` runs through all nine entries.

## (g) Weights of an orbital in the plane

For $u=a\,p_x+b\,p_y$, show that

$$W_1(u)=W_{-1}(u)=\frac{a^2+b^2}{2}.$$

**Solution.** The equation $L_zw=w$ reads $-\mathrm i\,w_1=w_0$, $\mathrm i\,w_0=w_1$ and $0=w_2$. So $E_1$ is spanned by the unit vector $e=(1,\mathrm i,0)/\sqrt2$. With $\langle e,u\rangle=(a-\mathrm i b)/\sqrt2$, the projection is

$$P_1u=\langle e,u\rangle\,e=\left(\frac{a-\mathrm i b}{2},\ \frac{b+\mathrm i a}{2},\ 0\right).$$

Each of the first two components has squared modulus $(a^2+b^2)/4$, and their sum is $W_1(u)$. Part (d) gives the same value for $W_{-1}(u)$.

```lean
/-- The orbital `a px + b py` has weight `(a² + b²)/2` on each of the eigenspaces of `Lz` for
`1` and `-1`. -/
theorem weight_pOrbital (a b : ℝ) :
    weight Lz 1 (pOrbital a b) = (a ^ 2 + b ^ 2) / 2 ∧
      weight Lz (-1) (pOrbital a b) = (a ^ 2 + b ^ 2) / 2 := by
  have hproj : (eigenspace Lz 1).starProjection (pOrbital a b) =
      WithLp.toLp 2 ![(a - b * Complex.I) / 2, (b + a * Complex.I) / 2, 0] := by
    apply Submodule.eq_starProjection_of_mem_of_inner_eq_zero
    · change Lz *ᵥ ![(a - b * Complex.I) / 2, (b + a * Complex.I) / 2, 0] =
        (1 : ℂ) • ![(a - b * Complex.I) / 2, (b + a * Complex.I) / 2, 0]
      funext i
      fin_cases i <;> simp [Lz, Matrix.mulVec, dotProduct, Fin.sum_univ_three]
      · linear_combination (-(a : ℂ) / 2) * Complex.I_sq
      · linear_combination (-(b : ℂ) / 2) * Complex.I_sq
    · intro w hw
      change Lz *ᵥ w.ofLp = (1 : ℂ) • w.ofLp at hw
      have h0 : -(Complex.I * w.ofLp 1) = w.ofLp 0 := by
        simpa [Lz, Matrix.mulVec, dotProduct, Fin.sum_univ_three] using congrFun hw 0
      have h2 : conj (2 : ℂ) = 2 := Complex.ext (by simp) (by simp)
      rw [PiLp.inner_apply, Fin.sum_univ_three]
      simp [pOrbital, realVec]
      rw [h2]
      linear_combination (-((a : ℂ) - b * Complex.I) / 2) * h0
        + (b : ℂ) * w.ofLp 1 / 2 * Complex.I_sq
  have h1 : weight Lz 1 (pOrbital a b) = (a ^ 2 + b ^ 2) / 2 := by
    have e1 : ‖(a : ℂ) - b * Complex.I‖ ^ 2 = a ^ 2 + b ^ 2 := by
      rw [Complex.sq_norm, Complex.normSq_apply]
      simp
      ring
    have e2 : ‖(b : ℂ) + a * Complex.I‖ ^ 2 = a ^ 2 + b ^ 2 := by
      rw [Complex.sq_norm, Complex.normSq_apply]
      simp
      ring
    unfold weight
    rw [hproj, EuclideanSpace.norm_sq_eq, Fin.sum_univ_three]
    simp
    linear_combination e1 / 4 + e2 / 4
  -- the weight for `-1` follows from the general symmetry
  have h2 := weight_neg Lz_witness.2 1 ![a, b, 0]
  rw [Complex.ofReal_one] at h2
  exact ⟨h1, h2.trans h1⟩
```

The Lean proof does not construct $e$. In `hproj` it states the projection and confirms it by the two properties used in (c); `h0` is the relation $-\mathrm i\,w_1=w_0$. The moduli are `e1` and `e2`, and the weight for $-1$ comes from `weight_neg`.

## (h) The orbitals $p_x$ and $p_y$

Let $x$ be $p_x$ or $p_y$. Show that

$$L_z^2x=x,\qquad L_zx\neq\mu x\ \text{ for every }\mu\in\mathbb C,\qquad W_1(x)=W_{-1}(x)=\tfrac12.$$

**Solution.** Applying $L_z$ twice gives

$$L_z^2p_x=\mathrm i\,L_zp_y=\mathrm i(-\mathrm i)p_x=p_x,\qquad L_z^2p_y=-\mathrm i\,L_zp_x=-\mathrm i\cdot\mathrm i\,p_y=p_y.$$

The vector $L_zp_x=\mathrm i\,p_y$ has component $1$ equal to $\mathrm i$, whereas $\mu p_x$ has $0$ there. Likewise $L_zp_y=-\mathrm i\,p_x$ has component $0$ equal to $-\mathrm i$, whereas $\mu p_y$ has $0$ there. So neither orbital is an eigenvector. The weights follow from (g) with $(a,b)=(1,0)$ and $(0,1)$.

```lean
/-- Each of `px` and `py` is unchanged by `Lz²`, is not an eigenvector of `Lz`, and has weight
one half on each of the eigenspaces of `Lz` for `1` and `-1`. -/
theorem px_py (x : EuclideanSpace ℂ (Fin 3)) (hx : x = pOrbital 1 0 ∨ x = pOrbital 0 1) :
    (Lz ^ 2) *ᵥ x.ofLp = x.ofLp ∧ (∀ μ : ℂ, x ∉ eigenspace Lz μ) ∧
      weight Lz 1 x = 1 / 2 ∧ weight Lz (-1) x = 1 / 2 := by
  have key : ∀ μ : ℂ, x ∈ eigenspace Lz μ → Lz *ᵥ x.ofLp = μ • x.ofLp := fun _ h => h
  rcases hx with rfl | rfl
  all_goals
    refine ⟨?_, fun μ h => ?_, by simp [weight_pOrbital], by simp [weight_pOrbital]⟩
    · rw [pow_two, ← Matrix.mulVec_mulVec]
      funext i
      fin_cases i <;> simp [Lz, pOrbital, realVec, Matrix.mulVec, dotProduct, Fin.sum_univ_three]
    · have h0 := congrFun (key μ h) 0
      have h1 := congrFun (key μ h) 1
      simp [Lz, pOrbital, realVec, Matrix.mulVec, dotProduct, Fin.sum_univ_three] at h0 h1

end

end RealOrbitalWeights
```

```lean
#print axioms RealOrbitalWeights.weight_neg
#print axioms RealOrbitalWeights.odd_moment_eq_zero
#print axioms RealOrbitalWeights.px_py
```

```
'RealOrbitalWeights.weight_neg' depends on axioms: [propext, Classical.choice, Quot.sound]
'RealOrbitalWeights.odd_moment_eq_zero' depends on axioms: [propext, Classical.choice, Quot.sound]
'RealOrbitalWeights.px_py' depends on axioms: [propext, Classical.choice, Quot.sound]
```

The hypothesis `hx` covers both orbitals, and `rcases` treats them in turn. Non-membership in every `eigenspace Lz μ` expresses the second claim; `h0` and `h1` are components $0$ and $1$ of the eigenvalue equation, of which `h1` is false for $p_x$ and `h0` for $p_y$. Physically, $L_z^2$ has the sharp value $1$ in these states, while a measurement of $L_z$ gives $+1$ or $-1$ with equal probability.

## A tilted orbital in numbers

Take $a=0.6$ and $b=0.8$, which is normalised. The projection for $+1$ is $(0.3-0.4\,\mathrm i,\ 0.4+0.3\,\mathrm i,\ 0)$, with squared norm $0.25+0.25=0.5$. The projection for $-1$ is its conjugate, $(0.3+0.4\,\mathrm i,\ 0.4-0.3\,\mathrm i,\ 0)$, also with squared norm $0.5$. The two add up to $(0.6,0.8,0)$, the original orbital, and the mean of $L_z$ is $0.5-0.5=0$.

## Populations resolved by $m$ in a program

For a one-electron state with coefficients $c_i$ in the orthonormal $p$ basis, a program may hold the density matrix $D_{ij}=c_i\overline{c_j}$. The diagonal elements $D_{00}$ and $D_{11}$ are the populations of $p_x$ and $p_y$, not those of $m=\pm1$. Rotating to the eigenvectors $(1,\pm\mathrm i,0)/\sqrt2$ gives

$$N_{\pm1}=\frac{D_{00}+D_{11}}{2}\mp\operatorname{Im}D_{01}.$$

Real coefficients make $D_{01}$ real, so the two populations agree, as (d) requires. If a program reports different values for a real orbital, its labels $\pm1$ may stand for the real orbitals $p_x$ and $p_y$ and not for the eigenstates of $L_z$. This population formula is a supplement by ordinary algebra and does not come from the Lean file.
